# The vector potential outside a thin flux tube can be gauged away exactly when the flux is an integer number of flux quanta

Let $a$ be real, and on the plane without the origin put

$$A^{(a)}(x,y)=\frac{a\,(-y,\;x)}{r^2},\qquad r^2=x^2+y^2 .$$

The curl of $A^{(a)}$ vanishes at every point of the punctured plane. A continuously differentiable complex function $g$ with $|g|=1$ and $-i\,\nabla g/g=A^{(a)}$ on the whole punctured plane exists if and only if $a$ is an integer.

The potential is measured in units where the charge and $\hbar$ equal one. It describes an infinitely thin tube through the origin, and its circulation $2\pi a$ makes $a$ the flux in units of the flux quantum $2\pi$. The condition on $g$ says that $(-i\nabla-A^{(a)})(g\psi)=g\,(-i\nabla\psi)$ for a wave function $\psi$, and $|g|=1$ preserves the probability density. For one charged particle in two dimensions, excluded from an infinitely thin tube, the result decides when the potential can be transformed away; it is the kinematic fact used in discussing the Aharonov–Bohm effect, with no interference pattern computed and no restriction on which fluxes occur.

## The curl vanishes

Write $A_x=-ay/r^2$ and $A_y=ax/r^2$. The quotient rule gives

$$\partial_xA_y=\frac{a(r^2-2x^2)}{r^4}=\frac{a(y^2-x^2)}{r^4},\qquad \partial_yA_x=-\frac{a(r^2-2y^2)}{r^4}=\frac{a(y^2-x^2)}{r^4},$$

so $\partial_xA_y-\partial_yA_x=0$.

## Integer flux: powers of the angular phase

Let $u=(x+iy)/r$, so that $|u|=1$. With $\partial_xr=x/r$ and $\partial_yr=y/r$,

$$\partial_xu=\frac1r-\frac{(x+iy)x}{r^3}=\frac{y^2-ixy}{r^3}=i\,\frac{-y}{r^2}\,u,$$

$$\partial_yu=\frac ir-\frac{(x+iy)y}{r^3}=\frac{ix^2-xy}{r^3}=i\,\frac{x}{r^2}\,u .$$

Hence $\nabla u=iA^{(1)}u$. For an integer $n$ of either sign, $u^n$ is continuously differentiable because $u\neq0$, it has modulus one, and $\nabla u^n=nu^{n-1}\nabla u=inA^{(1)}u^n=iA^{(n)}u^n$. So $g=u^n$ serves for $a=n$; for $n=0$ it is the constant $1$.

## One turn forces an integer

Suppose $g$ exists, so that $\nabla g=iA^{(a)}g$. On the circle $\gamma(s)=(r\cos s,\,r\sin s)$ of fixed radius $r$ the velocity is $(-r\sin s,\,r\cos s)$ and the potential is $a(-\sin s,\cos s)/r$. The chain rule gives

$$\frac{d}{ds}g(\gamma(s))=-r\sin s\,\partial_xg+r\cos s\,\partial_yg=ia(\sin^2s+\cos^2s)\,g=ia\,g .$$

Then $F(s)=g(\gamma(s))\,e^{-ias}$ has $F'=iaF-iaF=0$, and $F(\theta)=F(0)$ for every real $\theta$:

$$g(r\cos\theta,\,r\sin\theta)=g(r,0)\,e^{ia\theta}.$$

At $\theta=2\pi$ the point returns to $(r,0)$. Since $g(r,0)\neq0$, it cancels and leaves $e^{2\pi ia}=1$. This means $2\pi ia=2\pi in$ for some integer $n$, so $a=n$.

## Plane, potential and gauge function in Lean

```lean
import Mathlib

open Complex

namespace FluxTubeGauge

noncomputable section
```

A point `p : ℝ × ℝ` has $x$ as `p.1` and $y$ as `p.2`. The partial derivatives are one-variable derivatives along coordinate lines. The target space `E` is general, so that the same definitions apply to the real components of $A$ and to the complex $g$.

```lean
/-- Partial derivative `∂f/∂x` at a point of the plane. -/
def dx {E : Type*} [NormedAddCommGroup E] [NormedSpace ℝ E] (f : ℝ × ℝ → E) (p : ℝ × ℝ) : E :=
  deriv (fun s => f (s, p.2)) p.1

/-- Partial derivative `∂f/∂y` at a point of the plane. -/
def dy {E : Type*} [NormedAddCommGroup E] [NormedSpace ℝ E] (f : ℝ × ℝ → E) (p : ℝ × ℝ) : E :=
  deriv (fun t => f (p.1, t)) p.2
```

The curl is the scalar $\partial_xA_y-\partial_yA_x$, the field component normal to the plane, and `fluxTube a` is $A^{(a)}$.

```lean
/-- The curl `∂ₓ A_y - ∂_y A_x` of a planar vector potential. -/
def curl (A : ℝ × ℝ → ℝ × ℝ) (p : ℝ × ℝ) : ℝ :=
  dx (fun q => (A q).2) p - dy (fun q => (A q).1) p

/-- The vector potential `A = a (-y, x) / (x² + y²)`. -/
def fluxTube (a : ℝ) (p : ℝ × ℝ) : ℝ × ℝ :=
  (-(a * p.2) / (p.1 ^ 2 + p.2 ^ 2), a * p.1 / (p.1 ^ 2 + p.2 ^ 2))
```

The structure `IsGaugeFor A g` collects four requirements, each imposed only on points `p ≠ 0`. The field `smooth` is continuous differentiability, `unit` is $|g|=1$, and `eqx`, `eqy` are the two components of $-i\nabla g/g=A$, with the real components of $A$ cast to $\mathbb C$. Single-valuedness needs no field of its own, since `g` is a function of the point and not of an angle. Lean assigns zero to a quotient by zero and to the `deriv` of a non-differentiable function, and the statements avoid both: the origin is excluded, `unit` makes $g$ nonzero, and differentiability is either required or proved. There is no Hamiltonian, no wave function, no tube of finite radius and no third dimension in these definitions.

```lean
/-- On the punctured plane `g` is `C¹`, has unit modulus and obeys `-i (∇g)/g = A`. -/
structure IsGaugeFor (A : ℝ × ℝ → ℝ × ℝ) (g : ℝ × ℝ → ℂ) : Prop where
  smooth : ContDiffOn ℝ 1 g {p | p ≠ 0}
  unit : ∀ p, p ≠ 0 → ‖g p‖ = 1
  eqx : ∀ p, p ≠ 0 → -I * dx g p / g p = ((A p).1 : ℂ)
  eqy : ∀ p, p ≠ 0 → -I * dy g p / g p = ((A p).2 : ℂ)
```

The functions `phase` and `vortex n` are $u$ and $u^n$, the latter with an integer exponent.

```lean
/-- The angular phase `u = (x + i y) / √(x² + y²)`. -/
def phase (p : ℝ × ℝ) : ℂ := ((p.1 : ℂ) + p.2 * I) / ((√(p.1 ^ 2 + p.2 ^ 2) : ℝ) : ℂ)

/-- The integer power `uⁿ` of the angular phase. -/
def vortex (n : ℤ) (p : ℝ × ℝ) : ℂ := phase p ^ n
```

## Zero curl, formally

Every denominator is controlled by $r^2>0$. If the sum of the two squares were zero, both coordinates would vanish and the point would be the origin.

```lean
/-- Away from the origin `x² + y²` is positive. -/
theorem rsq_pos {p : ℝ × ℝ} (hp : p ≠ 0) : 0 < p.1 ^ 2 + p.2 ^ 2 := by
  rcases (add_nonneg (sq_nonneg p.1) (sq_nonneg p.2)).lt_or_eq with h | h
  · exact h
  · have h1 : p.1 ^ 2 = 0 := by linarith [sq_nonneg p.1, sq_nonneg p.2]
    have h2 : p.2 ^ 2 = 0 := by linarith [sq_nonneg p.1, sq_nonneg p.2]
    have e1 : p.1 = 0 := by simpa using h1
    have e2 : p.2 = 0 := by simpa using h2
    exact absurd (Prod.ext e1 e2) hp
```

The next lemma is the quotient rule. The numerators are differentiated in `n1` and `n2`, the denominator in `d1` and `d2`, `fun_div` combines them, and `ring` brings both results to $a(y^2-x^2)/r^4$.

```lean
/-- Away from the origin `∂ₓ A_y` and `∂_y A_x` exist and equal `a (y² - x²)/(x² + y²)²`. -/
theorem fluxTube_partials (a : ℝ) {x y : ℝ} (hp : (x, y) ≠ 0) :
    HasDerivAt (fun s => (fluxTube a (s, y)).2) (a * (y ^ 2 - x ^ 2) / (x ^ 2 + y ^ 2) ^ 2) x ∧
    HasDerivAt (fun t => (fluxTube a (x, t)).1) (a * (y ^ 2 - x ^ 2) / (x ^ 2 + y ^ 2) ^ 2) y := by
  have h : x ^ 2 + y ^ 2 ≠ 0 := (rsq_pos hp).ne'
  have n1 : HasDerivAt (fun s : ℝ => a * s) (a * 1) x := (hasDerivAt_id' x).const_mul a
  have n2 : HasDerivAt (fun t : ℝ => -(a * t)) (-(a * 1)) y :=
    ((hasDerivAt_id' y).const_mul a).fun_neg
  have d1 : HasDerivAt (fun s : ℝ => s ^ 2 + y ^ 2) (2 * x) x :=
    ((hasDerivAt_pow 2 x).add_const (y ^ 2)).congr_deriv (by simp)
  have d2 : HasDerivAt (fun t : ℝ => x ^ 2 + t ^ 2) (2 * y) y :=
    ((hasDerivAt_pow 2 y).const_add (x ^ 2)).congr_deriv (by simp)
  exact ⟨(n1.fun_div d1 h).congr_deriv (by ring), (n2.fun_div d2 h).congr_deriv (by ring)⟩
```

For every real $a$ and every point other than the origin, `fluxTube_curl` states that the potential is continuously differentiable near the point and that its curl is zero there. The first part follows from polynomials divided by a nonzero polynomial, the second from subtracting the two equal derivatives.

```lean
/-- Away from the origin the potential is `C¹` and its curl vanishes. -/
theorem fluxTube_curl (a : ℝ) {p : ℝ × ℝ} (hp : p ≠ 0) :
    ContDiffAt ℝ 1 (fluxTube a) p ∧ curl (fluxTube a) p = 0 := by
  have h := (rsq_pos hp).ne'
  have h1 : ContDiffAt ℝ 1 (fun q : ℝ × ℝ => -(a * q.2)) p := by fun_prop
  have h2 : ContDiffAt ℝ 1 (fun q : ℝ × ℝ => a * q.1) p := by fun_prop
  have h3 : ContDiffAt ℝ 1 (fun q : ℝ × ℝ => q.1 ^ 2 + q.2 ^ 2) p := by fun_prop
  refine ⟨(h1.div h3 h).prodMk (h2.div h3 h), ?_⟩
  obtain ⟨x, y⟩ := p
  obtain ⟨e1, e2⟩ := fluxTube_partials a hp
  exact sub_eq_zero.2 (e1.deriv.trans e2.deriv.symm)
```

## The vortex functions

Smoothness of $u$ comes from writing it as $(x+iy)$ times the inverse of $\sqrt{x^2+y^2}$, where the square root is smooth at positive argument. The step `hz` identifies $|x+iy|$ with $r$.

```lean
/-- Away from the origin the angular phase is `C¹` and has unit modulus. -/
theorem phase_regular {p : ℝ × ℝ} (hp : p ≠ 0) : ContDiffAt ℝ 1 phase p ∧ ‖phase p‖ = 1 := by
  have h := rsq_pos hp
  have h0 : √(p.1 ^ 2 + p.2 ^ 2) ≠ 0 := (Real.sqrt_pos.2 h).ne'
  constructor
  · have h1 : ContDiff ℝ 1 (fun q : ℝ × ℝ => (q.1 : ℂ)) := ofRealCLM.contDiff.comp contDiff_fst
    have h2 : ContDiff ℝ 1 (fun q : ℝ × ℝ => (q.2 : ℂ)) := ofRealCLM.contDiff.comp contDiff_snd
    have hs : ContDiffAt ℝ 1 (fun q : ℝ × ℝ => q.1 ^ 2 + q.2 ^ 2) p := by fun_prop
    have h3 : ContDiffAt ℝ 1 (fun q : ℝ × ℝ => ((√(q.1 ^ 2 + q.2 ^ 2) : ℝ) : ℂ)) p :=
      ofRealCLM.contDiff.contDiffAt.comp p (hs.sqrt h.ne')
    have e : phase = fun q : ℝ × ℝ =>
        ((q.1 : ℂ) + q.2 * I) * (((√(q.1 ^ 2 + q.2 ^ 2) : ℝ) : ℂ))⁻¹ :=
      funext fun q => div_eq_mul_inv _ _
    rw [e]
    exact (h1.add (h2.mul contDiff_const)).contDiffAt.mul (h3.inv (ofReal_ne_zero.2 h0))
  · have hz : ‖(p.1 : ℂ) + p.2 * I‖ = √(p.1 ^ 2 + p.2 ^ 2) := by
      rw [← normSq_add_mul_I, normSq_eq_norm_sq, Real.sqrt_sq (norm_nonneg _)]
    unfold phase
    rw [norm_div, hz, norm_real, Real.norm_of_nonneg (Real.sqrt_nonneg _), div_self h0]
```

The relation $\nabla u=iA^{(1)}u$ again starts from the quotient rule. Then `generalize` names the square root `r`, and `linear_combination` closes each component from $r^2=x^2+y^2$ (`hR`), $i^2=-1$ (`I_sq`) and $r\,r^{-1}=1$ (`hi`), the substitutions behind the computation above, where $r^2=x^2+y^2$ gave the numerator $y^2-ixy$ and $i^2=-1$ turned it into $-iy(x+iy)$.

```lean
/-- Away from the origin the phase obeys `∇u = i A u` with the potential for `a = 1`. -/
theorem phase_partials {x y : ℝ} (hp : (x, y) ≠ 0) :
    HasDerivAt (fun s => phase (s, y)) (I * ((fluxTube 1 (x, y)).1 : ℂ) * phase (x, y)) x ∧
    HasDerivAt (fun t => phase (x, t)) (I * ((fluxTube 1 (x, y)).2 : ℂ) * phase (x, y)) y := by
  have h : 0 < x ^ 2 + y ^ 2 := rsq_pos hp
  have h0 : ((√(x ^ 2 + y ^ 2) : ℝ) : ℂ) ≠ 0 := ofReal_ne_zero.2 (Real.sqrt_pos.2 h).ne'
  have h2 : √(x ^ 2 + y ^ 2) ^ 2 = x ^ 2 + y ^ 2 := Real.sq_sqrt h.le
  have d1 : HasDerivAt (fun s : ℝ => s ^ 2 + y ^ 2) (2 * x) x :=
    ((hasDerivAt_pow 2 x).add_const (y ^ 2)).congr_deriv (by simp)
  have d2 : HasDerivAt (fun t : ℝ => x ^ 2 + t ^ 2) (2 * y) y :=
    ((hasDerivAt_pow 2 y).const_add (x ^ 2)).congr_deriv (by simp)
  have z1 : HasDerivAt (fun s : ℝ => (s : ℂ) + y * I) 1 x :=
    ((hasDerivAt_id' x).ofReal_comp.add_const ((y : ℂ) * I)).congr_deriv (by simp)
  have z2 : HasDerivAt (fun t : ℝ => (x : ℂ) + t * I) I y :=
    (((hasDerivAt_id' y).ofReal_comp.mul_const I).const_add (x : ℂ)).congr_deriv (by simp)
  refine ⟨(z1.fun_div (d1.sqrt h.ne').ofReal_comp h0).congr_deriv ?_,
    (z2.fun_div (d2.sqrt h.ne').ofReal_comp h0).congr_deriv ?_⟩
  all_goals
    simp only [fluxTube, phase]
    generalize √(x ^ 2 + y ^ 2) = r at h0 h2 ⊢
    have hR : (r : ℂ) ^ 2 = x ^ 2 + y ^ 2 := by exact_mod_cast h2
    have hi := mul_inv_cancel₀ h0
    rw [← h2]
    push_cast
    first
      | linear_combination (r : ℂ)⁻¹ ^ 3 * hR + (r : ℂ)⁻¹ ^ 3 * y ^ 2 * I_sq
          - r * (r : ℂ)⁻¹ ^ 2 * hi
      | linear_combination (r : ℂ)⁻¹ ^ 3 * I * hR - (r : ℂ)⁻¹ ^ 3 * x * y * I_sq
          - I * r * (r : ℂ)⁻¹ ^ 2 * hi
```

In `isGaugeFor_witness` the auxiliary statement `key` is the power rule: $f'=d\,f$ with $f\neq0$ gives $(f^n)'=n\,d\,f^n$. Smoothness is split into $n=m$ and $n=-m$ with $m$ a natural number, the second case taking an inverse. The two component equations reduce to $-i\cdot i=1$.

```lean
/-- For integer `n`, `uⁿ` is a gauge function for the potential with `a = n`. -/
theorem isGaugeFor_witness (n : ℤ) : IsGaugeFor (fluxTube n) (vortex n) := by
  have h0 : ∀ p : ℝ × ℝ, p ≠ 0 → phase p ≠ 0 := fun p hp =>
    norm_ne_zero_iff.1 (by rw [(phase_regular hp).2]; exact one_ne_zero)
  -- the logarithmic derivative of `fⁿ` is `n` times that of `f`
  have key : ∀ (f : ℝ → ℂ) (d : ℂ) (t : ℝ), f t ≠ 0 → HasDerivAt f (d * f t) t →
      deriv (fun s => f s ^ n) t = n * d * f t ^ n := by
    intro f d t hf hd
    have h : HasDerivAt (fun s => f s ^ n) (n * f t ^ (n - 1) * (d * f t)) t :=
      (hasDerivAt_zpow n (f t) (Or.inl hf)).comp t hd
    rw [h.deriv, zpow_sub_one₀ hf]
    linear_combination ((n : ℂ) * f t ^ n * d) * mul_inv_cancel₀ hf
  refine ⟨fun p hp => ContDiffAt.contDiffWithinAt ?_, fun p hp => ?_, ?_, ?_⟩
  · have hu := (phase_regular hp).1
    obtain ⟨m, rfl | rfl⟩ := Int.eq_nat_or_neg n
    · have e : vortex m = fun q => phase q ^ m := by funext q; simp [vortex]
      rw [e]
      exact hu.pow m
    · have e : vortex (-m) = fun q => (phase q ^ m)⁻¹ := by funext q; simp [vortex]
      rw [e]
      exact (hu.pow m).inv (pow_ne_zero m (h0 p hp))
  · simp [vortex, norm_zpow, (phase_regular hp).2]
  · rintro ⟨x, y⟩ hp
    have hv : vortex n (x, y) ≠ 0 := zpow_ne_zero n (h0 _ hp)
    have e : dx (vortex n) (x, y) = n * (I * ((fluxTube 1 (x, y)).1 : ℂ)) * vortex n (x, y) :=
      key (fun s => phase (s, y)) _ x (h0 _ hp) (phase_partials hp).1
    rw [e, div_eq_iff hv]
    simp only [fluxTube]
    push_cast
    linear_combination ((n : ℂ) * (y / (x ^ 2 + y ^ 2)) * vortex n (x, y)) * I_sq
  · rintro ⟨x, y⟩ hp
    have hv : vortex n (x, y) ≠ 0 := zpow_ne_zero n (h0 _ hp)
    have e : dy (vortex n) (x, y) = n * (I * ((fluxTube 1 (x, y)).2 : ℂ)) * vortex n (x, y) :=
      key (fun t => phase (x, t)) _ y (h0 _ hp) (phase_partials hp).2
    rw [e, div_eq_iff hv]
    simp only [fluxTube]
    push_cast
    linear_combination (-((n : ℂ) * (x / (x ^ 2 + y ^ 2)) * vortex n (x, y))) * I_sq
```

## The circle argument

Because `dx` and `dy` are defined along coordinate lines, they must be tied to the total derivative `fderiv ℝ g (γ t)`. The steps `hx` and `hy` identify them with its values on $(1,0)$ and $(0,1)$, and linearity gives the rate of change along any velocity `(u, v)`; here `u` is a real velocity component and not the phase. This is where differentiability of $g$ in both variables jointly is used.

```lean
/-- Chain rule: if `g` is differentiable at `γ t` and the path `γ` has velocity `(u, v)` at `t`,
then `g ∘ γ` changes at rate `u ∂ₓ g + v ∂_y g` there. -/
theorem chain_rule {g : ℝ × ℝ → ℂ} {γ : ℝ → ℝ × ℝ} {t u v : ℝ}
    (hg : DifferentiableAt ℝ g (γ t)) (hγ : HasDerivAt γ (u, v) t) :
    HasDerivAt (fun s => g (γ s)) (u * dx g (γ t) + v * dy g (γ t)) t := by
  have chain : ∀ (c : ℝ → ℝ × ℝ) (w : ℝ × ℝ) (s : ℝ), c s = γ t → HasDerivAt c w s →
      HasDerivAt (fun s => g (c s)) (fderiv ℝ g (γ t) w) s := by
    intro c w s e hc
    have h' : HasFDerivAt g (fderiv ℝ g (γ t)) (c s) := by rw [e]; exact hg.hasFDerivAt
    exact h'.comp_hasDerivAt s hc
  have hx : dx g (γ t) = fderiv ℝ g (γ t) (1, 0) := (chain (fun s => (s, (γ t).2)) _ _ rfl
    ((hasDerivAt_id' _).prodMk (hasDerivAt_const _ _))).deriv
  have hy : dy g (γ t) = fderiv ℝ g (γ t) (0, 1) := (chain (fun s => ((γ t).1, s)) _ _ rfl
    ((hasDerivAt_const _ _).prodMk (hasDerivAt_id' _))).deriv
  have e : (u, v) = u • ((1 : ℝ), (0 : ℝ)) + v • ((0 : ℝ), (1 : ℝ)) := by ext <;> simp
  refine (chain γ (u, v) t rfl hγ).congr_deriv ?_
  rw [hx, hy, e, map_add, map_smul, map_smul]
  simp only [real_smul]
```

The lemma `gauge_on_circle` is the formula $g(r\cos\theta,r\sin\theta)=g(r,0)e^{ia\theta}$, stated for any nonzero real `r`. Its `F` is the $F$ above. Inside `hF`, the step `hp` keeps the circle away from the origin, `hx` and `hy` are the gauge equations multiplied by $g$, and `alg` is the cancellation $iaF-iaF=0$ using $\cos^2s+\sin^2s=1$. Then `is_const_of_deriv_eq_zero` gives $F(\theta)=F(0)$.

```lean
/-- If `g` is a gauge function for the potential with parameter `a` and `r ≠ 0`, then `g(r cos θ, r
sin θ) = g(r, 0) exp(i a θ)` for every real `θ`. -/
theorem gauge_on_circle {a r : ℝ} {g : ℝ × ℝ → ℂ} (h : IsGaugeFor (fluxTube a) g)
    (hr : r ≠ 0) (θ : ℝ) :
    g (r * Real.cos θ, r * Real.sin θ) = g (r, 0) * cexp (I * a * θ) := by
  have hi := mul_inv_cancel₀ (pow_ne_zero 2 (ofReal_ne_zero.2 hr))
  have alg : ∀ X Y G E S C : ℂ, C ^ 2 + S ^ 2 = 1 → -I * X = -(a * (r * S)) / r ^ 2 * G →
      -I * Y = a * (r * C) / r ^ 2 * G → (r * -S * X + r * C * Y) * E + G * (E * -(I * a)) = 0 := by
    intro X Y G E S C hc hx hy
    linear_combination -(E * r * S * I) * hx + E * r * C * I * hy
      + E * (r * C * Y - r * S * X) * I_sq
      + E * I * a * G * (r ^ 2 * ((r : ℂ) ^ 2)⁻¹) * hc + E * I * a * G * hi
  let F : ℝ → ℂ := fun s => g (r * Real.cos s, r * Real.sin s) * cexp (-(I * a * s))
  -- `F` has zero derivative, since `A · dl = a dθ` on the circle
  have hF : ∀ s, HasDerivAt F 0 s := by
    intro s
    have hr2 : (r * Real.cos s) ^ 2 + (r * Real.sin s) ^ 2 = r ^ 2 := by
      linear_combination r ^ 2 * Real.cos_sq_add_sin_sq s
    have hp : (r * Real.cos s, r * Real.sin s) ≠ 0 := by
      intro e
      obtain ⟨e1, e2⟩ := Prod.mk_eq_zero.1 e
      have : r ^ 2 = 0 := by rw [← hr2, e1, e2]; norm_num
      exact hr (by simpa using this)
    have hG := norm_ne_zero_iff.1 ((h.unit _ hp).trans_ne one_ne_zero)
    have hd := (h.smooth.contDiffAt (isOpen_ne.mem_nhds hp)).differentiableAt (by simp)
    have hγ : HasDerivAt (fun s => (r * Real.cos s, r * Real.sin s))
        (r * -Real.sin s, r * Real.cos s) s :=
      ((Real.hasDerivAt_cos s).const_mul r).prodMk ((Real.hasDerivAt_sin s).const_mul r)
    have he : HasDerivAt (fun s : ℝ => cexp (-(I * a * s))) (cexp (-(I * a * s)) * -(I * a)) s :=
      (((hasDerivAt_id' s).ofReal_comp.const_mul (I * a)).fun_neg.cexp).congr_deriv (by simp)
    have hx := (div_eq_iff hG).1 (h.eqx _ hp)
    have hy := (div_eq_iff hG).1 (h.eqy _ hp)
    simp only [fluxTube, hr2] at hx hy
    push_cast at hx hy
    have hc := chain_rule (γ := fun s => (r * Real.cos s, r * Real.sin s)) hd hγ
    refine (hc.fun_mul he).congr_deriv ?_
    push_cast
    linear_combination alg _ _ _ (cexp (-(I * a * s))) _ _ (cos_sq_add_sin_sq (s : ℂ)) hx hy
  have hd : Differentiable ℝ F := fun s => (hF s).differentiableAt
  have hc : F θ = F 0 := is_const_of_deriv_eq_zero hd (fun s => (hF s).deriv) θ 0
  have hc' : g (r * Real.cos θ, r * Real.sin θ) * cexp (-(I * a * θ)) = g (r, 0) := by
    simpa [F] using hc
  rw [← hc', mul_assoc, ← exp_add]
  simp
```

One circle is enough, and the proof takes $r=1$, $\theta=2\pi$. It cancels $g(1,0)$, applies `exp_eq_one_iff` to obtain $n$, and divides by $2\pi i$. In this direction `unit` enters only through $g\neq0$.

```lean
/-- If a gauge function for the potential exists, then `a` is an integer. -/
theorem integer_of_gauge {a : ℝ} {g : ℝ × ℝ → ℂ} (h : IsGaugeFor (fluxTube a) g) :
    ∃ n : ℤ, a = n := by
  have hc := gauge_on_circle h one_ne_zero (2 * Real.pi)
  rw [Real.cos_two_pi, Real.sin_two_pi, mul_one, mul_zero] at hc
  have hG := norm_ne_zero_iff.1 ((h.unit (1, 0) (by simp)).trans_ne one_ne_zero)
  -- single-valuedness after one turn
  have he : cexp (I * a * (2 * Real.pi : ℝ)) = 1 :=
    mul_left_cancel₀ hG (by rw [mul_one]; exact hc.symm)
  obtain ⟨n, hn⟩ := exp_eq_one_iff.1 he
  have e : (a : ℂ) = n :=
    mul_right_cancel₀ two_pi_I_ne_zero (by push_cast at hn; linear_combination hn)
  exact ⟨n, by exact_mod_cast e⟩
```

## The equivalence

For every real $a$, some `g` satisfies `IsGaugeFor (fluxTube a) g` if and only if `∃ n : ℤ, a = n`. The forward direction is `integer_of_gauge`, and the reverse direction supplies `vortex n`.

```lean
/-- A `C¹` unit-modulus `g` with `-i (∇g)/g = a (-y, x)/(x² + y²)` on the whole punctured
plane exists if and only if `a` is an integer. -/
theorem gauge_exists_iff_integer (a : ℝ) :
    (∃ g, IsGaugeFor (fluxTube a) g) ↔ ∃ n : ℤ, a = n :=
  ⟨fun ⟨_, h⟩ => integer_of_gauge h, fun ⟨n, hn⟩ => ⟨vortex n, hn ▸ isGaugeFor_witness n⟩⟩

end

end FluxTubeGauge
```

```lean
#print axioms FluxTubeGauge.fluxTube_curl
#print axioms FluxTubeGauge.integer_of_gauge
#print axioms FluxTubeGauge.gauge_exists_iff_integer
```

```
'FluxTubeGauge.fluxTube_curl' depends on axioms: [propext, Classical.choice, Quot.sound]
'FluxTubeGauge.integer_of_gauge' depends on axioms: [propext, Classical.choice, Quot.sound]
'FluxTubeGauge.gauge_exists_iff_integer' depends on axioms: [propext, Classical.choice, Quot.sound]
```

## A cut plane and a ring

The two examples below are ordinary calculations and are not among the theorems above.

The requirement that $g$ live on the whole punctured plane carries the integer condition. Remove the negative $x$-axis as well and let $\theta\in(-\pi,\pi)$ be the polar angle. There $\nabla\theta=A^{(1)}$, so $g=e^{ia\theta}$ is smooth, has modulus one and satisfies the gauge equation for every real $a$. For $a=1/2$ it tends to $i$ above the cut and to $-i$ below, so it has no continuous extension across the cut.

For a particle of mass $M$ on a ring of radius $R$ around the tube, the Hamiltonian $(-i\partial_\theta-a)^2/(2MR^2)$ has eigenfunctions $e^{im\theta}$ and levels $(m-a)^2/(2MR^2)$ with integer $m$. Multiplication by $u^n=e^{in\theta}$ shifts $m$ by $n$, so the set of levels has period one in $a$. In a nearest-neighbour tight-binding model of a ring of $N\ge3$ sites $j=0,\dots,N-1$, the flux can be put in, in one choice of gauge, as a factor $e^{2\pi ia/N}$ on each hop from $j$ to the next site. Writing the site amplitudes as $\psi_j=e^{2\pi iaj/N}\varphi_j$ clears every bond except the closing one, which keeps $e^{2\pi ia}$ as a twisted boundary condition on $\varphi$. In both models the spectrum has period one in $a$, so a scan over $0\le a<1$ covers every flux.
